# An angular grid exact on the squares of a function space V has at least dim V positive weights

## Spheres, grids and exactness on squares

The unit sphere in three-dimensional Euclidean space has surface measure $d\Omega$ and total area $S = \int d\Omega = 4\pi$. Let $V$ be a real vector space of continuous real-valued functions on this sphere. An angular grid consists of $N$ points $x_i$ on the sphere and $N$ real weights $w_i$. The weights may be negative or zero, and points may coincide. The grid is *exact on squares* of $V$ if

$$\int f^2\, d\Omega = \sum_i w_i f(x_i)^2 \qquad \text{for every } f \in V .$$

Under this hypothesis $V$ is finite-dimensional and at least $\dim V$ of the weights are strictly positive. In particular $N \ge \dim V$, and if $N = \dim V$, every weight is positive.

The real spherical harmonics of degree at most $L$ span a space of dimension $(L+1)^2$, so a grid that reproduces all their norms and overlaps on a single sphere needs at least $(L+1)^2$ points. This bears on the atom-centred grids of density functional calculations with Gaussian basis sets, though only for exact integration of such products on one sphere: the exchange-correlation integrand is in general not of this form, and its quadrature error is a separate question.

## Counting positive weights by sampling

**Positive norm.** Let $f$ be continuous and not identically zero, say $f(p) \neq 0$. By continuity $f^2 > f(p)^2/2$ on a neighbourhood of $p$, which has positive area. Since $f^2 \ge 0$ elsewhere, $\int f^2\, d\Omega > 0$.

**Functions that the positive weights cannot see.** Suppose $f \in V$ vanishes at every point whose weight is positive. Then only the other points contribute to the sum:

$$\int f^2\, d\Omega = \sum_{i:\, w_i \le 0} w_i f(x_i)^2 \le 0 .$$

By the previous step $f = 0$.

**The count.** Let $P$ be the set of indices with $w_i > 0$. The linear map $V \to \mathbb{R}^P$ that sends $f$ to its values $f(x_i)$, $i \in P$, has zero kernel, so it is injective. Hence $V$ is finite-dimensional and $\dim V \le |P| \le N$. If $N = \dim V$, then $|P| = N$ and all weights are positive.

**Weights as squared norms.** Stay with $N = \dim V$. Sampling at all $N$ points is an injective linear map between spaces of equal dimension, so it is also surjective. For each $i$ there is therefore a cardinal function $f_i \in V$ with $f_i(x_j) = \delta_{ij}$, and exactness gives

$$\int f_i^2\, d\Omega = \sum_j w_j \delta_{ij}^2 = w_i .$$

## Weights from an orthonormal basis

**From squares to products.** For $f, g \in V$, both $f+g$ and $f-g$ lie in $V$. Subtracting the exactness relations for their squares and using $(f+g)^2 - (f-g)^2 = 4fg$ on both sides gives

$$\int f g\, d\Omega = \sum_i w_i f(x_i) g(x_i) .$$

**Inverting a square matrix.** Suppose $V$ contains $N$ orthonormal functions $\varphi_a$, as many as there are grid points. Define the $N \times N$ matrices $A_{aj} = \varphi_a(x_j)$ and $B_{ja} = w_j \varphi_a(x_j)$. Exactness on products gives

$$(AB)_{ab} = \sum_j w_j \varphi_a(x_j)\varphi_b(x_j) = \int \varphi_a \varphi_b\, d\Omega = \delta_{ab} .$$

For square matrices $AB = 1$ implies $BA = 1$. The diagonal entries of $BA$ read

$$w_i \sum_a \varphi_a(x_i)^2 = 1 .$$

**Constant density.** Suppose also that $\sum_a \varphi_a(p)^2 = c$ at every point $p$. This holds for complete shells of spherical harmonics by the addition theorem, and it is the angular counterpart of a closed shell having a spherical density. Integrating over the sphere gives $N = cS$, while the previous result gives $w_i c = 1$. Therefore $w_i = w_i (cS)/N = S/N$: all weights are equal.

## The sphere and the grid in Lean

```lean
import Mathlib

open MeasureTheory

namespace AngularGridWeights
```

The sphere is the set of vectors of norm one in Euclidean 3-space.

```lean
/-- The unit sphere in three-dimensional Euclidean space. -/
abbrev Sphere : Type := Metric.sphere (0 : EuclideanSpace ℝ (Fin 3)) 1
```

Its measure is derived from ordinary volume: the area of a set is three times the volume of the cone that joins it to the origin. This fixes the usual normalisation, with no factor $1/4\pi$ absorbed into the weights.

```lean
/-- The surface measure on the unit sphere. -/
noncomputable abbrev surface : Measure Sphere :=
  (volume : Measure (EuclideanSpace ℝ (Fin 3))).toSphere
```

The exactness condition compares the true surface integral with the weighted sum. The type `C(Sphere, ℝ)` holds the continuous real functions, `V` is a linear subspace of it, and `Fin N` labels the grid points. Exactness is a hypothesis of the theorems; the file constructs no grid that satisfies it.

```lean
/-- The angular grid with points `x i` and real weights `w i` integrates the square of
every function in `V` exactly over the sphere. -/
def ExactOnSquares {N : ℕ} (V : Submodule ℝ C(Sphere, ℝ))
    (x : Fin N → Sphere) (w : Fin N → ℝ) : Prop :=
  ∀ f ∈ V, ∫ p, f p ^ 2 ∂surface = ∑ i, w i * f (x i) ^ 2
```

The sampling map takes a function to its list of values. It is defined for an arbitrary index type `ι`, because it is used once for the positively weighted points and once for the whole grid.

```lean
/-- The linear map that samples a function of `V` at a family of points. -/
def sample {ι : Type} (V : Submodule ℝ C(Sphere, ℝ)) (x : ι → Sphere) :
    V →ₗ[ℝ] (ι → ℝ) where
  toFun f i := (f : C(Sphere, ℝ)) (x i)
  map_add' _ _ := rfl
  map_smul' _ _ := rfl
```

## Positive norms and the dimension bound in Lean

Continuous functions on the compact sphere are integrable, which the later manipulations of integrals require.

```lean
/-- A continuous real function on the sphere is integrable. -/
theorem integrable_of_continuous {f : Sphere → ℝ} (hf : Continuous f) :
    Integrable f surface :=
  hf.integrable_of_hasCompactSupport (HasCompactSupport.of_compactSpace f)
```

The next lemma is the positive-norm step. If `f` had no point with a nonzero value, it would be the zero function, contrary to assumption. With such a point in hand, a Mathlib result on continuous nonnegative functions supplies the neighbourhood argument.

```lean
/-- The square of a nonzero continuous function has a strictly positive integral
over the sphere. -/
theorem integral_sq_pos {f : C(Sphere, ℝ)} (hf : f ≠ 0) :
    0 < ∫ p, f p ^ 2 ∂surface := by
  obtain ⟨p, hp⟩ : ∃ p, f p ≠ 0 := by
    by_contra hcon
    push Not at hcon
    exact hf (ContinuousMap.ext hcon)
  have hc : Continuous (fun q => f q ^ 2) := by fun_prop
  exact hc.integral_pos_of_hasCompactSupport_nonneg_nonzero
    (HasCompactSupport.of_compactSpace _) (fun q => sq_nonneg (f q)) (pow_ne_zero 2 hp)
```

From here on, the space, the points and the weights are implicit variables. The following lemma assumes that `f` is nonzero, rewrites its positive integral as the grid sum, and shows that each term of the sum is nonpositive. The case distinction is the one made by hand: at a positive weight the function value is zero, and elsewhere a nonpositive weight multiplies a square.

```lean
variable {N : ℕ} {V : Submodule ℝ C(Sphere, ℝ)} {x : Fin N → Sphere} {w : Fin N → ℝ}

/-- If the grid is exact on squares, a function in `V` that vanishes at every point of
positive weight is zero on the whole sphere. -/
theorem eq_zero_of_vanishes (h : ExactOnSquares V x w) {f : C(Sphere, ℝ)} (hf : f ∈ V)
    (hx : ∀ i, 0 < w i → f (x i) = 0) : f = 0 := by
  by_contra hne
  have hpos := integral_sq_pos hne
  have he := h f hf
  rw [he] at hpos
  -- only points with nonpositive weight can contribute to the sum
  refine absurd hpos (not_lt_of_ge (Finset.sum_nonpos fun i _ => ?_))
  by_cases hi : 0 < w i
  · simp [hx i hi]
  · exact mul_nonpos_of_nonpos_of_nonneg (not_lt.mp hi) (sq_nonneg _)
```

The main theorem has two conclusions. The first is that `V` is finite-dimensional, which is derived and not assumed. It gives the second its meaning, since `Module.finrank` returns zero for an infinite-dimensional space. The second bounds the dimension by the number of indices with `0 < w i`.

In the proof, the subtype `{i // 0 < w i}` plays the part of $P$. Injectivity is reduced to a trivial kernel, which the preceding lemma provides. An injective map into a finite-dimensional space then yields both conclusions.

```lean
/-- If a grid with real weights is exact on the squares of the functions in `V`, then `V`
is finite-dimensional and at least `dim V` of the weights are strictly positive. -/
theorem dim_le_card_positive_weights (h : ExactOnSquares V x w) :
    FiniteDimensional ℝ V ∧
      Module.finrank ℝ V ≤ (Finset.univ.filter fun i => 0 < w i).card := by
  -- sampling at the positively weighted points loses no information
  have hinj : Function.Injective (sample V fun i : {i // 0 < w i} => x i) := by
    rw [← LinearMap.ker_eq_bot, LinearMap.ker_eq_bot']
    intro f hf
    exact Subtype.ext (eq_zero_of_vanishes h f.2 fun i hi => congrFun hf ⟨i, hi⟩)
  refine ⟨Module.Finite.of_injective _ hinj, ?_⟩
  have hle := LinearMap.finrank_le_finrank_of_injective hinj
  rwa [Module.finrank_fintype_fun_eq_card, Fintype.card_subtype] at hle
```

When the dimension equals `N`, the set of positive indices has at least `N` members and, as a subset of `Fin N`, at most `N`. It is therefore the whole index set, and every `i` belongs to it. For larger grids the theorem leaves room for up to $N - \dim V$ weights that are zero or negative.

```lean
/-- If a grid is exact on the squares of the functions in `V` and has exactly `dim V`
points, then every weight is strictly positive. -/
theorem weights_pos_of_minimal (h : ExactOnSquares V x w)
    (hN : Module.finrank ℝ V = N) (i : Fin N) : 0 < w i := by
  have hle := (dim_le_card_positive_weights h).2
  have hge := Finset.card_le_univ (Finset.univ.filter fun i => 0 < w i)
  rw [Fintype.card_fin] at hge
  have hall : (Finset.univ.filter fun i => 0 < w i) = Finset.univ :=
    Finset.eq_univ_of_card _ (by rw [Fintype.card_fin]; omega)
  have hi := Finset.mem_univ i
  rw [← hall] at hi
  exact (Finset.mem_filter.mp hi).2
```

## Cardinal functions in Lean

The statement collects three properties of the function attached to point `i`: it lies in `V`, it takes the values $\delta_{ij}$ on the grid, and its squared norm is `w i`. The existence of such functions also shows that the points of a minimal grid are distinct.

The proof samples at all points. Injectivity again comes from `eq_zero_of_vanishes`, equality of dimensions turns it into surjectivity, and the required function is a preimage of `Pi.single i 1`, the vector with a one in position `i` and zeros elsewhere. Exactness then collapses the sum to a single weight.

```lean
/-- On a grid of `dim V` points that is exact on squares, each point has a function in `V`
equal to one there and zero at the other points, and the integral of its square is the
weight of that point. -/
theorem exists_cardinal_function (h : ExactOnSquares V x w)
    (hN : Module.finrank ℝ V = N) (i : Fin N) :
    ∃ f ∈ V, (∀ j, f (x j) = if j = i then 1 else 0) ∧
      ∫ p, f p ^ 2 ∂surface = w i := by
  have := (dim_le_card_positive_weights h).1
  have hinj : Function.Injective (sample V x) := by
    rw [← LinearMap.ker_eq_bot, LinearMap.ker_eq_bot']
    intro f hf
    exact Subtype.ext (eq_zero_of_vanishes h f.2 fun j _ => congrFun hf j)
  -- equal dimensions turn injectivity into surjectivity
  have hsurj : Function.Surjective (sample V x) :=
    (LinearMap.injective_iff_surjective_of_finrank_eq_finrank (by simp [hN])).1 hinj
  obtain ⟨f, hf⟩ := hsurj (Pi.single i 1)
  have hj : ∀ j, (f : C(Sphere, ℝ)) (x j) = if j = i then 1 else 0 := fun j =>
    (congrFun hf j).trans (Pi.single_apply i 1 j)
  refine ⟨f, f.2, hj, ?_⟩
  rw [h f f.2]
  simp [hj]
```

## Products, orthonormal functions and equal weights in Lean

The product rule holds for any grid that is exact on squares, minimal or not. In the proof, `h1` and `h2` are the exactness relations for $f+g$ and $f-g$. The identities `hi` and `hs` are the polarization formula under the integral and under the sum, and `linarith` combines the four.

```lean
/-- A grid that is exact on the squares of the functions in `V` is also exact on the
product of any two functions in `V`. -/
theorem exact_on_products (h : ExactOnSquares V x w) {f g : C(Sphere, ℝ)}
    (hf : f ∈ V) (hg : g ∈ V) :
    ∫ p, f p * g p ∂surface = ∑ i, w i * (f (x i) * g (x i)) := by
  have h1 := h (f + g) (V.add_mem hf hg)
  have h2 := h (f - g) (V.sub_mem hf hg)
  -- polarization, once under the integral and once under the sum
  have hi : ∫ p, (f + g) p ^ 2 ∂surface - ∫ p, (f - g) p ^ 2 ∂surface
      = 4 * ∫ p, f p * g p ∂surface := by
    rw [← integral_sub (integrable_of_continuous (by fun_prop))
      (integrable_of_continuous (by fun_prop)), ← integral_const_mul]
    refine integral_congr_ae (Filter.Eventually.of_forall fun p => ?_)
    simp only [ContinuousMap.add_apply, ContinuousMap.sub_apply]
    ring
  have hs : ∑ i, w i * (f + g) (x i) ^ 2 - ∑ i, w i * (f - g) (x i) ^ 2
      = 4 * ∑ i, w i * (f (x i) * g (x i)) := by
    rw [← Finset.sum_sub_distrib, Finset.mul_sum]
    refine Finset.sum_congr rfl fun i _ => ?_
    simp only [ContinuousMap.add_apply, ContinuousMap.sub_apply]
    ring
  linarith
```

The next theorem takes `N` functions `φ a` in `V`, with `ho` expressing their orthonormality in the surface integral. It does not assume that the dimension of `V` is `N`, but the hypotheses force it: orthonormal functions are linearly independent, so the dimension is at least `N`, and the bound above makes it at most `N`.

The statement `hAB` is $AB = 1$, obtained entry by entry from exactness on products. The lemma `mul_eq_one_comm` reverses the order of the factors, and `hdiag` reads off the diagonal entry. What remains is to move the weight out of the sum.

```lean
/-- If an `N`-point grid is exact on the squares of the functions in `V`, and `V` contains
`N` orthonormal functions, then each weight times the sum of their squares at its point
is one. -/
theorem weight_mul_density (h : ExactOnSquares V x w) (φ : Fin N → C(Sphere, ℝ))
    (hV : ∀ a, φ a ∈ V)
    (ho : ∀ a b, ∫ p, φ a p * φ b p ∂surface = if a = b then 1 else 0) (i : Fin N) :
    w i * ∑ a, φ a (x i) ^ 2 = 1 := by
  -- discrete orthonormality says that two square matrices are inverse to each other
  have hAB : (Matrix.of fun a j => φ a (x j) : Matrix (Fin N) (Fin N) ℝ) *
      (Matrix.of fun j a => w j * φ a (x j)) = 1 := by
    ext a b
    rw [Matrix.mul_apply, Matrix.one_apply, ← ho a b, exact_on_products h (hV a) (hV b)]
    refine Finset.sum_congr rfl fun j _ => ?_
    simp only [Matrix.of_apply]
    ring
  have hdiag : ∀ M : Matrix (Fin N) (Fin N) ℝ, M = 1 → M i i = 1 := fun M hM => by
    rw [hM, Matrix.one_apply_eq]
  have hBA := hdiag _ (mul_eq_one_comm.mp hAB)
  rw [Matrix.mul_apply] at hBA
  refine Eq.trans ?_ hBA
  rw [Finset.mul_sum]
  refine Finset.sum_congr rfl fun a _ => ?_
  simp only [Matrix.of_apply]
  ring
```

The last theorem adds the hypothesis `hc` that the squares sum to the same constant `c` everywhere on the sphere. Spherical harmonics do not appear in the file, so applying the theorem to complete shells requires their orthonormality and the addition theorem as inputs. It also requires an exact grid with as many points as functions. The vertices of a regular tetrahedron are such a grid for the four harmonics of degree at most 1, but no nine-point grid is exact on squares for the nine harmonics of degree at most 2. The area appears as `surface.real Set.univ` and is not evaluated to $4\pi$.

The `calc` block integrates the constant density and obtains $N = Sc$, exchanging the finite sum with the integral on the way. Having an index `i` guarantees $N \ge 1$, so the division is legitimate. The final line adds $w_i$ times the relation $N = Sc$ to $S$ times the relation $w_i c = 1$, which gives $w_i N = S$.

```lean
/-- If an `N`-point grid is exact on the squares of the functions in `V`, and `V` contains `N`
orthonormal functions whose squares sum to a constant over the sphere, then every weight is the area
of the sphere divided by `N`. -/
theorem equal_weights (h : ExactOnSquares V x w) (φ : Fin N → C(Sphere, ℝ))
    (hV : ∀ a, φ a ∈ V)
    (ho : ∀ a b, ∫ p, φ a p * φ b p ∂surface = if a = b then 1 else 0)
    {c : ℝ} (hc : ∀ p, ∑ a, φ a p ^ 2 = c) (i : Fin N) :
    w i = surface.real Set.univ / N := by
  have hw := weight_mul_density h φ hV ho i
  rw [hc] at hw
  -- integrating the constant density counts the functions
  have hcount : (N : ℝ) = surface.real Set.univ * c := by
    calc (N : ℝ) = ∑ a, ∫ p, φ a p * φ a p ∂surface := by simp [ho]
      _ = ∫ p, ∑ a, φ a p * φ a p ∂surface :=
        (integral_finsetSum _ fun a _ => integrable_of_continuous (by fun_prop)).symm
      _ = ∫ _p, c ∂surface := by simp only [← pow_two, hc]
      _ = surface.real Set.univ * c := by rw [integral_const, smul_eq_mul]
  have hN : (N : ℝ) ≠ 0 := Nat.cast_ne_zero.mpr (Nat.ne_of_gt i.pos)
  rw [eq_div_iff hN]
  linear_combination w i * hcount + surface.real Set.univ * hw

end AngularGridWeights
```

```lean
#print axioms AngularGridWeights.dim_le_card_positive_weights
#print axioms AngularGridWeights.weights_pos_of_minimal
#print axioms AngularGridWeights.exists_cardinal_function
#print axioms AngularGridWeights.equal_weights
```

```
'AngularGridWeights.dim_le_card_positive_weights' depends on axioms: [propext, Classical.choice, Quot.sound]
'AngularGridWeights.weights_pos_of_minimal' depends on axioms: [propext, Classical.choice, Quot.sound]
'AngularGridWeights.exists_cardinal_function' depends on axioms: [propext, Classical.choice, Quot.sound]
'AngularGridWeights.equal_weights' depends on axioms: [propext, Classical.choice, Quot.sound]
```
